# For a transfer coefficient between 0 and 1, the Butler–Volmer current rises strictly through a single zero at the Nernst potential

The net current at an electrode, where a reduced species gives up an electron and its oxidised partner takes one back, is modelled here as the difference of two half-reaction rates that depend exponentially on the electrode potential, with the concentrations at the surface held fixed. The Nernst potential and the exchange current are defined by explicit formulas of their own, so their connection with this current is a matter for proof and not for definition.

```lean
import Mathlib

open Filter Topology

namespace ElectrodeKinetics

noncomputable section

/-- Rate of a half-reaction with rate constant `k`, reactant concentration `c` and signed
transfer coefficient `β`, at electrode potential `E` with formal potential `E0`. -/
def halfRate (k c β f E0 E : ℝ) : ℝ := k * c * Real.exp (β * f * (E - E0))

/-- Net current: oxidation of the reduced species (concentration `cR`) minus reduction of the
oxidised species (concentration `cO`). -/
def current (k α f E0 cR cO E : ℝ) : ℝ :=
  halfRate k cR (1 - α) f E0 E - halfRate k cO (-α) f E0 E

/-- The Nernst potential `E0 + ln(cO/cR)/f`, for `f ≠ 0` and positive concentrations. -/
def nernst (f E0 cR cO : ℝ) : ℝ := E0 + Real.log (cO / cR) / f

/-- The exchange current `k cR^α cO^(1-α)`, for positive concentrations. -/
def exchangeCurrent (k α cR cO : ℝ) : ℝ := k * cR ^ α * cO ^ (1 - α)

variable {k α f E0 cR cO : ℝ}

lemma nernst_gap (hf : f ≠ 0) (hR : 0 < cR) (hO : 0 < cO) :
    f * (nernst f E0 cR cO - E0) = Real.log cO - Real.log cR := by
  rw [nernst, add_sub_cancel_left, Real.log_div hO.ne' hR.ne']
  field_simp

/-- At the Nernst potential a half-reaction rate is `k exp(ln c + β (ln cO - ln cR))`, for
`f ≠ 0` and positive concentrations. -/
lemma halfRate_nernst {c : ℝ} (β : ℝ) (hf : f ≠ 0) (hR : 0 < cR) (hO : 0 < cO) (hc : 0 < c) :
    halfRate k c β f E0 (nernst f E0 cR cO)
      = k * Real.exp (Real.log c + β * (Real.log cO - Real.log cR)) := by
  rw [halfRate, mul_assoc β, nernst_gap hf hR hO, Real.exp_add, Real.exp_log hc]
  ring

/-- Detailed balance: for `f ≠ 0` and positive concentrations, the oxidation and reduction
rates at the Nernst potential both equal the exchange current. -/
theorem detailed_balance (hf : f ≠ 0) (hR : 0 < cR) (hO : 0 < cO) :
    halfRate k cR (1 - α) f E0 (nernst f E0 cR cO) = exchangeCurrent k α cR cO ∧
    halfRate k cO (-α) f E0 (nernst f E0 cR cO) = exchangeCurrent k α cR cO := by
  have hj : exchangeCurrent k α cR cO
      = k * Real.exp (Real.log cR * α + Real.log cO * (1 - α)) := by
    rw [exchangeCurrent, Real.rpow_def_of_pos hR, Real.rpow_def_of_pos hO, Real.exp_add]
    ring
  rw [halfRate_nernst _ hf hR hO hR, halfRate_nernst _ hf hR hO hO, hj]
  constructor
  · congr 2
    ring
  · congr 2
    ring

/-- The rate at potential `E` is the rate at any reference potential `N` times `exp (β f (E - N))`.
-/
lemma halfRate_shift (k c β f E0 N E : ℝ) :
    halfRate k c β f E0 E = halfRate k c β f E0 N * Real.exp (β * f * (E - N)) := by
  unfold halfRate
  rw [mul_assoc (k * c) (Real.exp _), ← Real.exp_add]
  congr 2
  ring

/-- Overpotential form of the current: for `f ≠ 0` and positive concentrations, all dependence
on concentration sits in the exchange current and the Nernst potential. -/
theorem current_eq_overpotential_form (hf : f ≠ 0) (hR : 0 < cR) (hO : 0 < cO) (E : ℝ) :
    current k α f E0 cR cO E = exchangeCurrent k α cR cO *
      (Real.exp ((1 - α) * f * (E - nernst f E0 cR cO))
        - Real.exp (-α * f * (E - nernst f E0 cR cO))) := by
  obtain ⟨ha, hc⟩ := detailed_balance (k := k) (α := α) (E0 := E0) hf hR hO
  rw [current, halfRate_shift k cR (1 - α) f E0 (nernst f E0 cR cO) E,
    halfRate_shift k cO (-α) f E0 (nernst f E0 cR cO) E, ha, hc]
  ring

/-- For positive `k`, `f` and concentrations, the current has slope `j0 f` at the Nernst
potential and, far above it, follows the Tafel line with intercept `ln j0`. -/
theorem slope_and_tafel (hk : 0 < k) (hf : 0 < f) (hR : 0 < cR) (hO : 0 < cO) :
    HasDerivAt (current k α f E0 cR cO) (exchangeCurrent k α cR cO * f) (nernst f E0 cR cO) ∧
    Tendsto (fun E => Real.log (current k α f E0 cR cO E)
        - (1 - α) * f * (E - nernst f E0 cR cO)) atTop
      (𝓝 (Real.log (exchangeCurrent k α cR cO))) := by
  have hj : 0 < exchangeCurrent k α cR cO := by
    unfold exchangeCurrent
    positivity
  have hform := current_eq_overpotential_form (k := k) (α := α) (E0 := E0) hf.ne' hR hO
  generalize nernst f E0 cR cO = N at *
  generalize exchangeCurrent k α cR cO = j0 at *
  constructor
  · rw [funext hform]
    have d (c : ℝ) : HasDerivAt (fun E => Real.exp (c * (E - N))) c N := by
      have h1 : HasDerivAt (fun E => c * (E - N)) (c * 1) N :=
        ((hasDerivAt_id' N).sub_const N).const_mul c
      convert h1.exp using 1
      simp
    exact (((d ((1 - α) * f)).fun_sub (d (-α * f))).const_mul j0).congr_deriv (by ring)
  · have h0 : Tendsto (fun E : ℝ => E - N) atTop atTop :=
      tendsto_atTop_atTop.mpr fun b => ⟨b + N, fun a h => le_sub_iff_add_le.mpr h⟩
    -- the back reaction dies out relative to the forward one
    have h2 : Tendsto (fun E => Real.exp (-(f * (E - N)))) atTop (𝓝 0) :=
      Real.tendsto_exp_neg_atTop_nhds_zero.comp (h0.const_mul_atTop hf)
    have h3 : Tendsto (fun E => Real.log (1 - Real.exp (-(f * (E - N))))) atTop (𝓝 0) := by
      have h := (h2.const_sub 1).log (by norm_num)
      rwa [sub_zero, Real.log_one] at h
    have h4 := h3.const_add (Real.log j0)
    rw [add_zero] at h4
    refine h4.congr' ?_
    filter_upwards [eventually_gt_atTop N] with E hE
    have hpos : 0 < 1 - Real.exp (-(f * (E - N))) :=
      sub_pos.mpr (Real.exp_lt_one_iff.mpr (neg_lt_zero.mpr (mul_pos hf (sub_pos.mpr hE))))
    have hback : Real.exp (-α * f * (E - N))
        = Real.exp (-(f * (E - N))) * Real.exp ((1 - α) * f * (E - N)) := by
      rw [← Real.exp_add]
      congr 1
      ring
    have hfac : current k α f E0 cR cO E
        = j0 * (1 - Real.exp (-(f * (E - N)))) * Real.exp ((1 - α) * f * (E - N)) := by
      rw [hform, hback]
      ring
    rw [hfac, Real.log_mul (mul_pos hj hpos).ne' (Real.exp_pos _).ne',
      Real.log_mul hj.ne' hpos.ne', Real.log_exp]
    ring

/-- For positive `k`, `f` and concentrations and `0 < α < 1`, the current increases strictly
with potential, vanishes exactly at the Nernst potential, has slope `j0 f` there, and approaches
the Tafel line with intercept `ln j0` at large potential. -/
theorem current_potential_law (hk : 0 < k) (hf : 0 < f) (hR : 0 < cR) (hO : 0 < cO)
    (hα : 0 < α) (hα1 : α < 1) :
    StrictMono (current k α f E0 cR cO) ∧
    (∀ E, current k α f E0 cR cO E = 0 ↔ E = nernst f E0 cR cO) ∧
    HasDerivAt (current k α f E0 cR cO) (exchangeCurrent k α cR cO * f) (nernst f E0 cR cO) ∧
    Tendsto (fun E => Real.log (current k α f E0 cR cO E)
        - (1 - α) * f * (E - nernst f E0 cR cO)) atTop
      (𝓝 (Real.log (exchangeCurrent k α cR cO))) := by
  have hmono : StrictMono (current k α f E0 cR cO) := by
    intro x y hxy
    -- oxidation speeds up and reduction slows down
    have h1 : Real.exp ((1 - α) * f * (x - E0)) < Real.exp ((1 - α) * f * (y - E0)) :=
      Real.exp_lt_exp.mpr
        (mul_lt_mul_of_pos_left (by linarith) (mul_pos (by linarith) hf))
    have h2 : Real.exp (-α * f * (y - E0)) < Real.exp (-α * f * (x - E0)) :=
      Real.exp_lt_exp.mpr (by nlinarith [mul_pos (mul_pos hα hf) (sub_pos.mpr hxy)])
    have h3 := mul_lt_mul_of_pos_left h1 (mul_pos hk hR)
    have h4 := mul_lt_mul_of_pos_left h2 (mul_pos hk hO)
    unfold current halfRate
    linarith
  have hzero : current k α f E0 cR cO (nernst f E0 cR cO) = 0 := by
    rw [current_eq_overpotential_form hf.ne' hR hO]
    simp
  refine ⟨hmono, fun E => ⟨fun h => hmono.injective (h.trans hzero.symm), fun h => ?_⟩,
    slope_and_tafel hk hf hR hO⟩
  rw [h, hzero]

/-- For nonzero `k` and `f` and unequal positive concentrations, half-reactions with independent
transfer coefficients `a` and `b` balance at the Nernst potential exactly when `a + b = 1`. -/
theorem balance_at_nernst_iff (a b : ℝ) (hk : k ≠ 0) (hf : f ≠ 0) (hR : 0 < cR) (hO : 0 < cO)
    (hne : cR ≠ cO) :
    halfRate k cR a f E0 (nernst f E0 cR cO) = halfRate k cO (-b) f E0 (nernst f E0 cR cO)
      ↔ a + b = 1 := by
  have hL : Real.log cO - Real.log cR ≠ 0 :=
    sub_ne_zero.mpr fun h => hne (Real.log_injOn_pos hR hO h.symm)
  rw [halfRate_nernst _ hf hR hO hR, halfRate_nernst _ hf hR hO hO, mul_right_inj' hk,
    Real.exp_eq_exp]
  constructor
  · intro h
    have h0 : (a + b - 1) * (Real.log cO - Real.log cR) = 0 := by linear_combination h
    linarith [(mul_eq_zero.mp h0).resolve_right hL]
  · intro h
    linear_combination (Real.log cO - Real.log cR) * h

/-- Reaction orders: scaling positive concentrations `cR` and `cO` by positive factors `r` and
`s` multiplies the exchange current by `r^α s^(1-α)`. -/
theorem exchangeCurrent_scaling {r s : ℝ} (hr : 0 < r) (hs : 0 < s) (hR : 0 < cR)
    (hO : 0 < cO) :
    exchangeCurrent k α (r * cR) (s * cO)
      = r ^ α * s ^ (1 - α) * exchangeCurrent k α cR cO := by
  unfold exchangeCurrent
  rw [Real.mul_rpow hr.le hR.le, Real.mul_rpow hs.le hO.le]
  ring

end

end ElectrodeKinetics
```

```lean
#print axioms ElectrodeKinetics.current_potential_law
#print axioms ElectrodeKinetics.balance_at_nernst_iff
#print axioms ElectrodeKinetics.exchangeCurrent_scaling
```

```
'ElectrodeKinetics.current_potential_law' depends on axioms: [propext, Classical.choice, Quot.sound]
'ElectrodeKinetics.balance_at_nernst_iff' depends on axioms: [propext, Classical.choice, Quot.sound]
'ElectrodeKinetics.exchangeCurrent_scaling' depends on axioms: [propext, Classical.choice, Quot.sound]
```

## The current as a function of potential

Let $E$ be the electrode potential, $E_0$ the formal potential, and $c_R$ and $c_O$ the concentrations of the reduced and oxidised species. With a rate constant $k$, a transfer coefficient $\alpha$ and an inverse voltage $f$, the current is

$$j(E) = k\left(c_R\,e^{(1-\alpha)f(E-E_0)} - c_O\,e^{-\alpha f(E-E_0)}\right).$$

This is `current`. The Nernst potential `nernst` and the exchange current `exchangeCurrent` are

$$E_{eq} = E_0 + \frac{\ln(c_O/c_R)}{f}, \qquad j_0 = k\,c_R^{\alpha}\,c_O^{1-\alpha}.$$

The main theorem, `current_potential_law`, takes $k$, $f$, $c_R$ and $c_O$ positive and $0<\alpha<1$. It has four conclusions:

- `StrictMono`: a higher potential always gives a larger current.
- The current is zero if and only if $E=E_{eq}$.
- `HasDerivAt`: the current is differentiable at $E_{eq}$, with slope $j_0 f$.
- `Tendsto ... atTop`: as $E$ grows without bound, $\ln j(E) - (1-\alpha)f(E-E_{eq})$ tends to $\ln j_0$.

The last conclusion says that a plot of $\ln j$ against $E-E_{eq}$ approaches a straight line, the Tafel line, which extrapolates to $\ln j_0$ at $E=E_{eq}$. Lean's logarithm also has values at negative arguments, but the limit involves only large $E$, where the current is positive.

## Physical content and sign conventions

For a one-electron reaction $f = F/RT$, with $F$ the Faraday constant, $R$ the gas constant and $T$ the temperature. Oxidation counts as positive current. The constant `k` includes the Faraday constant, so it is $F$ times the usual standard rate constant if $j$ is a current density. Both half-reactions share this `k`, which makes $E_0$ the potential at which their rates agree when the concentrations are equal.

The coefficient $\alpha$ belongs to the reduction; some texts give that letter to the oxidation instead. The condition $0<\alpha<1$ means that a rise in potential lowers the barrier for oxidation by a fraction $1-\alpha$ of the change in electrical energy and raises the barrier for reduction by the remaining fraction $\alpha$. The argument `β` of `halfRate` is a signed coefficient, equal to $1-\alpha$ for oxidation and $-\alpha$ for reduction, whereas textbooks often use $\beta$ for a positive number.

The exponential rate law is assumed, with a constant $\alpha$. It is also assumed that $c_R$ and $c_O$ at the surface stay fixed while $E$ changes. At high current, transport to the surface can no longer maintain them, so a measured Tafel line is straight only over a finite range.

In a simulation that uses this law as an electrode boundary condition, with $j$ a current density, the slope gives an area-specific charge-transfer resistance (resistance times area) of $1/(j_0 f)$ near equilibrium, for a one-electron reaction with fixed surface concentrations.

## Equal and opposite rates at the Nernst potential

Set $L = \ln c_O - \ln c_R$. The definition of $E_{eq}$ gives $f(E_{eq}-E_0)=L$, which is `nernst_gap`. A half-reaction with reactant concentration $c$ and signed coefficient $\beta$ therefore has the rate

$$k\,c\,e^{\beta L} = k\,e^{\ln c+\beta L}$$

at $E_{eq}$, as `halfRate_nernst` states. For oxidation the exponent is

$$\ln c_R + (1-\alpha)(\ln c_O-\ln c_R) = \alpha\ln c_R+(1-\alpha)\ln c_O,$$

and for reduction it is

$$\ln c_O - \alpha(\ln c_O-\ln c_R) = \alpha\ln c_R+(1-\alpha)\ln c_O.$$

Both rates are thus $k\,c_R^\alpha c_O^{1-\alpha}=j_0$. This is `detailed_balance`. Its proof writes the real powers as exponentials with `Real.rpow_def_of_pos`, after which `congr 2` reduces each equality to one between exponents and `ring` settles it.

## The overpotential form

Let $\eta=E-E_{eq}$ be the overpotential. Since $E-E_0=(E_{eq}-E_0)+\eta$, each half-rate at $E$ is its value at $E_{eq}$ times $e^{\beta f\eta}$. The lemma `halfRate_shift` proves this for an arbitrary reference potential `N`, by combining two exponentials into one. Inserting the common value $j_0$ gives

$$j = j_0\left(e^{(1-\alpha)f\eta}-e^{-\alpha f\eta}\right),$$

which is `current_eq_overpotential_form`. The concentrations now enter only through $j_0$ and $E_{eq}$.

## Slope and Tafel intercept

For any constant $\lambda$, the function $e^{\lambda(E-E_{eq})}$ has derivative $\lambda$ at $E=E_{eq}$. The slope of the current there is therefore

$$j_0\left((1-\alpha)f+\alpha f\right)=j_0f.$$

In `slope_and_tafel` the local statement `d` supplies the derivative of one exponential, and the rules for differences and constant multiples do the rest. Before that, `generalize` replaces the Nernst potential and the exchange current by plain symbols `N` and `j0`, so the argument relies on the overpotential form and the positivity of $j_0$, not on the formulas behind them.

For the Tafel line, use $-\alpha=(1-\alpha)-1$ to take out the oxidation exponential:

$$j=j_0\left(1-e^{-f\eta}\right)e^{(1-\alpha)f\eta}.$$

For $\eta>0$ every factor is positive, and taking logarithms gives

$$\ln j-(1-\alpha)f\eta=\ln j_0+\ln\left(1-e^{-f\eta}\right).$$

As $E\to\infty$, $e^{-f\eta}\to0$, so the last logarithm tends to $\ln 1=0$ and the right-hand side to $\ln j_0$. The correction term measures how much of the forward rate is still cancelled by the back reaction.

The Lean proof takes these steps in the opposite order. `h2` is the decay of $e^{-f\eta}$, `h3` is the limit of the logarithm, and `h4` adds $\ln j_0$. The factorisation `hfac` then identifies this expression with the one in the theorem. That identification is needed only for $E>E_{eq}$, which `eventually_gt_atTop N` provides. Neither the slope nor the intercept uses the bounds on $\alpha$, and `slope_and_tafel` omits them.

## Monotonicity and the single zero

Take two potentials $x<y$. Because $(1-\alpha)f>0$ and $\alpha f>0$,

$$e^{(1-\alpha)f(x-E_0)}<e^{(1-\alpha)f(y-E_0)},\qquad e^{-\alpha f(y-E_0)}<e^{-\alpha f(x-E_0)}.$$

Multiply the first inequality by $kc_R>0$ and the second by $kc_O>0$. Oxidation is faster at $y$ and reduction is slower, so their difference satisfies $j(x)<j(y)$. In the proof of `current_potential_law` these are `h1` to `h4`, and `linarith` combines them.

At $\eta=0$ the overpotential form gives $j=j_0(1-1)=0$, so $E_{eq}$ is a zero. A strictly increasing function takes each value at most once, so there is no other; in Lean this is `hmono.injective`. The slope and the Tafel limit are taken over from `slope_and_tafel`.

## Why the two transfer coefficients add up to one

Keep the rate law above, first order in each reactant and with a shared $k$, but let the oxidation have coefficient $a$ and the reduction an independent coefficient $b$. For nonzero $k$, their rates at $E_{eq}$ are equal exactly when the exponents are:

$$\ln c_R+aL=\ln c_O-bL.$$

Since $\ln c_O-\ln c_R=L$, this is the same as $(a+b-1)L=0$. If the concentrations differ, $L\neq0$ and the condition becomes $a+b=1$. This is `balance_at_nernst_iff`: for such concentrations, the pairing of $\alpha$ with $1-\alpha$ is what makes the kinetic zero agree with the Nernst potential. With equal concentrations $E_{eq}=E_0$, both rates are $kc_R$, and any $a$ and $b$ balance.

The proof obtains $L\neq0$ from the injectivity of the logarithm on positive numbers. It then cancels $k$, compares exponents with `Real.exp_eq_exp`, and uses `linear_combination` for the algebra in each direction.

## Reaction orders of the exchange current

Multiply $c_R$ by $r>0$ and $c_O$ by $s>0$. Powers of positive products separate, so

$$k(rc_R)^\alpha(sc_O)^{1-\alpha}=r^\alpha s^{1-\alpha}\,j_0.$$

This is `exchangeCurrent_scaling`, proved with `Real.mul_rpow`. The exchange current has order $\alpha$ in the reduced species and $1-\alpha$ in the oxidised one. Doubling both concentrations doubles $j_0$ and leaves $E_{eq}$ where it was, whereas doubling only $c_O$ multiplies $j_0$ by $2^{1-\alpha}$ and raises $E_{eq}$ by $(\ln 2)/f$.
